# With finitely many configurations of positive weight, the Legendre transform of the log partition function is finite exactly on the convex hull of the observable's values

A classical system has a finite, non-empty set of configurations x, each with a weight p(x) > 0 that need not be normalised and a real vector q(x) of finitely many components. With a fixed one-body term h and a source J, the generating functional is W_h(J) = ln ∑ p(x) exp⟨J − h, q(x)⟩. The lemma says that J·G − W_h(J) is bounded above over all J exactly when G is a convex mixture of the vectors q(x). For one direction, the attempt separates a G outside the hull from it by a hyperplane and pushes the source along the normal, so that the expression outgrows any bound. For the other, it shows that every q(x) obeys J·q(x) ≤ W_h(J) + C, with C independent of J, and carries this inequality over to the mixture G.

An attempt in Lean 4 with a fault in it:

```lean
import Mathlib

open Matrix

namespace FiniteIff

noncomputable section

variable {X ι : Type*} [Fintype X] [Fintype ι]

/-- Statistical weight of configuration `x` with one-body term `h` and source `J`. -/
def boltz (p : X → ℝ) (q : X → ι → ℝ) (h J : ι → ℝ) (x : X) : ℝ :=
  p x * Real.exp ((J - h) ⬝ᵥ q x)

/-- The generating functional `W_h(J) = ln ∑ p(x) exp⟨J - h, q(x)⟩`, for positive weights on a
non-empty configuration set. -/
def W (p : X → ℝ) (q : X → ι → ℝ) (h J : ι → ℝ) : ℝ :=
  Real.log (∑ x, boltz p q h J x)

/-- For positive weights, the Legendre transform is finite at `G` exactly when `G` is a convex
mixture of the values of `q`. -/
theorem finite_iff [Nonempty X] {p : X → ℝ} (hp : ∀ x, 0 < p x) (q : X → ι → ℝ)
    (h G : ι → ℝ) :
    BddAbove (Set.range fun J : ι → ℝ => J ⬝ᵥ G - W p q h J)
      ↔ G ∈ convexHull ℝ (Set.range q) := by
  classical
  have hb : ∀ J x, 0 < boltz p q h J x := fun J x => mul_pos (hp x) (Real.exp_pos _)
  constructor
  · rintro ⟨B, hB⟩
    by_contra hG
    -- a hyperplane separates G from the hull; push the source along its normal v
    obtain ⟨f, u, hfu, huG⟩ := geometric_hahn_banach_closed_point
      (convex_convexHull ℝ (Set.range q)) (Set.finite_range q).isClosed_convexHull hG
    obtain ⟨v, hv⟩ : ∃ v : ι → ℝ, ∀ y, f y = v ⬝ᵥ y := by
      refine ⟨fun i => f (fun j => if i = j then 1 else 0), fun y => ?_⟩
      have e := LinearMap.pi_apply_eq_sum_univ (f : (ι → ℝ) →ₗ[ℝ] ℝ) y
      refine e.trans ?_
      simp only [dotProduct, smul_eq_mul]
      exact Finset.sum_congr rfl fun i _ => mul_comm _ _
    have hP : 0 < ∑ x, p x := Finset.sum_pos (fun x _ => hp x) Finset.univ_nonempty
    have grow : ∀ s : ℝ, 0 ≤ s →
        s * (f G - u) ≤ B - h ⬝ᵥ G + Real.log (∑ x, p x) := by
      intro s hs
      have hW : W p q h (h + s • v) ≤ Real.log (∑ x, p x) + s * u := by
        rw [← Real.log_exp (s * u), ← Real.log_mul hP.ne' (Real.exp_pos _).ne', W]
        refine Real.log_le_log
          (Finset.sum_pos (fun x _ => hb _ x) Finset.univ_nonempty) ?_
        rw [Finset.sum_mul]
        refine Finset.sum_le_sum fun x _ => ?_
        rw [boltz, add_sub_cancel_left, smul_dotProduct, smul_eq_mul, ← hv]
        refine mul_le_mul_of_nonneg_left (Real.exp_le_exp.mpr ?_) (hp x).le
        exact mul_le_mul_of_nonneg_left
          (hfu _ (subset_convexHull ℝ _ (Set.mem_range_self x))).le hs
      have h1 : (h + s • v) ⬝ᵥ G - W p q h (h + s • v) ≤ B := hB ⟨_, rfl⟩
      rw [add_dotProduct, smul_dotProduct, smul_eq_mul, ← hv] at h1
      linarith
    have hd : 0 < f G - u := sub_pos.mpr huG
    have h2 := grow ((|B - h ⬝ᵥ G + Real.log (∑ x, p x)| + 1) / (f G - u)) (by positivity)
    rw [div_mul_cancel₀ _ hd.ne'] at h2
    linarith [le_abs_self (B - h ⬝ᵥ G + Real.log (∑ x, p x))]
  · intro hG
    refine ⟨∑ x, |h ⬝ᵥ q x - Real.log (p x)|, ?_⟩
    rintro _ ⟨J, rfl⟩
    -- every q(x) lies in one half-space, hence so does G
    have hs : convexHull ℝ (Set.range q) ⊆
        {y | J ⬝ᵥ y ≤ W p q h J + ∑ x, |h ⬝ᵥ q x - Real.log (p x)|} := by
      refine convexHull_min ?_ (convex_halfSpace_le
        ⟨fun y z => dotProduct_add J y z, fun c y => dotProduct_smul c J y⟩ _)
      rintro _ ⟨x, rfl⟩
      have h1 : Real.log (boltz p q h J x) ≤ W p q h J :=
        Real.log_le_log (hb J x)
          (Finset.single_le_sum (fun y _ => (hb J y).le) (Finset.mem_univ x))
      rw [boltz, Real.log_mul (hp x).ne' (Real.exp_pos _).ne', Real.log_exp,
        sub_dotProduct] at h1
      have h2 : |h ⬝ᵥ q x - Real.log (p x)| ≤ ∑ y, |h ⬝ᵥ q y - Real.log (p y)| :=
        Finset.single_le_sum (f := fun y => |h ⬝ᵥ q y - Real.log (p y)|)
          (fun y _ => abs_nonneg _) (Finset.mem_univ x)
      have h3 := le_abs_self (h ⬝ᵥ q x - Real.log (p x))
      show J ⬝ᵥ q x ≤ _
      linarith
    have h4 : J ⬝ᵥ G ≤ W p q h J + ∑ x, |h ⬝ᵥ q x - Real.log (p x)| := hs hG
    show J ⬝ᵥ G - W p q h J ≤ _
    linarith

end

end FiniteIff
```

Messages:

```
Main.lean:33:42: error(lean.synthInstanceFailed): failed to synthesize instance of type class
  Field 𝕜✝

Hint: Type class instance resolution failures can be inspected with the `set_option trace.Meta.synthInstance true` command.
```

Diagnosis. The separation theorem needs the convex hull to be closed, and the error falls on the term meant to prove this, `(Set.finite_range q).isClosed_convexHull`. The lemma `Set.Finite.isClosed_convexHull` takes the scalar field as an explicit argument, besides the proof that the set is finite. Dot notation supplies only the finiteness proof. Lean therefore treats the term as a function of the missing field, and `𝕜✝` is that function's variable: an arbitrary type, for which no `Field` instance can be found.

The repair states the closedness separately as `hc`, with `ℝ` written in the statement. There `apply` may leave the lemma's explicit arguments open and match its conclusion against the goal, which fixes the field as `ℝ`. What remains is the finiteness of the range, which `Set.finite_range q` proves, and `hc` then takes the place of the failing term.

The reworded comment about the linear inequality is mere tidying.

The change, after which it compiles:

```diff
@@ -30,6 +30,9 @@
     by_contra hG
     -- a hyperplane separates G from the hull; push the source along its normal v
+    have hc : IsClosed (convexHull ℝ (Set.range q)) := by
+      apply Set.Finite.isClosed_convexHull
+      exact Set.finite_range q
     obtain ⟨f, u, hfu, huG⟩ := geometric_hahn_banach_closed_point
-      (convex_convexHull ℝ (Set.range q)) (Set.finite_range q).isClosed_convexHull hG
+      (convex_convexHull ℝ (Set.range q)) hc hG
     obtain ⟨v, hv⟩ : ∃ v : ι → ℝ, ∀ y, f y = v ⬝ᵥ y := by
       refine ⟨fun i => f (fun j => if i = j then 1 else 0), fun y => ?_⟩
@@ -62,5 +65,5 @@
     refine ⟨∑ x, |h ⬝ᵥ q x - Real.log (p x)|, ?_⟩
     rintro _ ⟨J, rfl⟩
-    -- every q(x) lies in one half-space, hence so does G
+    -- every q(x) satisfies one linear inequality, hence so does G
     have hs : convexHull ℝ (Set.range q) ⊆
         {y | J ⬝ᵥ y ≤ W p q h J + ∑ x, |h ⬝ᵥ q x - Real.log (p x)|} := by
```
